# The local energy of a nucleus-centred, spherical Gaussian sum falls to minus infinity at the nucleus if the sum is nonzero there

The electron is described here by a radial function $f(r)$ defined for every real $r$, negative values included, although only $r\ge 0$ is a distance. This makes the slope at the nucleus an ordinary two-sided derivative. A Gaussian sum extends to negative $r$ as an even function, and an exponential factor extends as $e^{-br}$, not as $e^{-b|r|}$, so it keeps its slope $-b$ at the origin. Limits of the energy are still taken through positive $r$ only.

## An uncompensated $-Z/r$

Let $s$ be a finite index set and let

$$f(r)=\sum_{i\in s} c_i\,r^{2k_i}e^{-a_i r^2},$$

with real coefficients $c_i$, real exponents $a_i$ and natural numbers $k_i$. In atomic units, the local energy of a spherically symmetric function in the field of a fixed point nucleus of charge $Z$ is

$$E_L(r)=-\frac{f''(r)+2f'(r)/r}{2f(r)}-\frac{Z}{r}.$$

The nuclear cusp condition is $f'(0)=-Zf(0)$. It fixes the slope at which the kinetic part cancels the divergence of the attraction.

If $Z>0$ and $f(0)\neq 0$, then $f'(0)=0$, the cusp condition fails, and $E_L(r)\to-\infty$ as $r$ decreases to $0$. Multiplying the same sum by $e^{-Zr}$ gives a local energy with the finite limit

$$-\frac{Z^2}{2}-\frac{3f''(0)}{2f(0)}.$$

## Sampling the local energy near a nucleus

A variational Monte Carlo code averages the local energy over sampled positions. For one electron in a spherical Gaussian orbital that is centred on a bare nucleus and nonzero there, the result says that samples close to the nucleus have arbitrarily negative local energies, however many Gaussians the finite sum contains. Large negative values there are therefore a property of the trial function and need not signal a fault in the derivative routine.

The exact formula derived below also helps with the corrected function. If a code computes the kinetic and potential parts separately, it adds $+Z/r$ and $-Z/r$ in floating point and loses digits at small $r$. The formula has this cancellation already carried out.

## From two derivatives to the limit at the nucleus

Both cases belong to one family. Take a smooth function $G$ of $t=r^2$, a real number $b$, and

$$\varphi(r)=e^{-br}G(r^2).$$

Below, $G$, $G'$ and $G''$ are evaluated at $r^2$ unless another argument is shown, and primes on $G$ mean derivatives with respect to $t$. The chain and product rules give

$$\varphi'(r)=e^{-br}\left(2rG'-bG\right).$$

Differentiating again,

$$\begin{aligned}
\varphi''(r)&=e^{-br}\left[-b(2rG'-bG)+2G'+4r^2G''-2brG'\right]\\
&=e^{-br}\left[b^2G-4brG'+2G'+4r^2G''\right].
\end{aligned}$$

For $r\neq0$ the other kinetic term is

$$\frac{2\varphi'(r)}{r}=e^{-br}\left[4G'-\frac{2bG}{r}\right].$$

Add the two, divide by $-2\varphi=-2e^{-br}G$ where $G(r^2)\ne0$, and subtract $Z/r$. The exponential cancels, leaving

$$E_L(r)=\frac{b-Z}{r}-\frac{b^2}{2}+\frac{2brG'-3G'-2r^2G''}{G}.$$

Suppose now that $G(0)\neq0$. By continuity $G(r^2)\neq0$ for all sufficiently small $r$, and everything after the first term is continuous at $r=0$. Hence

$$E_L(r)-\frac{b-Z}{r}\;\longrightarrow\;-\frac{b^2}{2}-\frac{3G'(0)}{G(0)}\qquad(r\downarrow0).$$

It follows that $E_L$ has a finite limit exactly when $b=Z$. If $b=Z$, the subtracted term is zero. Conversely, if $E_L$ has a finite limit, then so does $(b-Z)/r$, being the difference of two convergent quantities. Multiplying by $r$ gives a limit of $0$, but the product is the constant $b-Z$, so $b=Z$.

A Gaussian sum is the case $b=0$ with

$$G(t)=\sum_{i\in s}c_i\,t^{k_i}e^{-a_it}.$$

Here $G(0)=f(0)$. The first-derivative formula gives $f'(0)=0$, whereas the cusp condition asks for $-Zf(0)$, which is nonzero. The local energy is $-Z/r$ plus a term with the finite limit $-3G'(0)/G(0)$, so it tends to $-\infty$.

For the corrected function $e^{-Zr}f(r)$, keep this $G$ and set $b=Z$. The limit is $-Z^2/2-3G'(0)/G(0)$. The second-derivative formula with $b=0$ and $r=0$ gives $f''(0)=2G'(0)$, which turns the limit into the expression stated earlier.

## Lean source for the Gaussian and corrected functions

```lean
import Mathlib

open Filter Topology
open scoped ContDiff

noncomputable section

namespace GaussianLocalEnergy

/-- Local energy of a spherically symmetric function `f` in the field of a nuclear charge `Z`,
in atomic units, for `r ≠ 0` and `f r ≠ 0`. -/
def localEnergy (Z : ℝ) (f : ℝ → ℝ) (r : ℝ) : ℝ :=
  -(deriv (deriv f) r + 2 * deriv f r / r) / (2 * f r) - Z / r

/-- An exponential factor `exp (-b r)` times a function `G` of `r ^ 2`. -/
def radial (b : ℝ) (G : ℝ → ℝ) : ℝ → ℝ :=
  fun r => Real.exp (-b * r) * G (r ^ 2)

/-- A finite combination of the Gaussian functions `r ^ (2 k) exp (-a r ^ 2)`. -/
def gaussianRadial {ι : Type*} (s : Finset ι) (c a : ι → ℝ) (k : ι → ℕ) : ℝ → ℝ :=
  fun r => ∑ i ∈ s, c i * r ^ (2 * k i) * Real.exp (-a i * r ^ 2)

/-- The same Gaussian combination written as a function of `t = r ^ 2`. -/
def gaussianProfile {ι : Type*} (s : Finset ι) (c a : ι → ℝ) (k : ι → ℕ) : ℝ → ℝ :=
  fun t => ∑ i ∈ s, c i * t ^ k i * Real.exp (-a i * t)

lemma hasDerivAt_comp_sq {G : ℝ → ℝ} (hG : Differentiable ℝ G) (r : ℝ) :
    HasDerivAt (fun x => G (x ^ 2)) (2 * r * deriv G (r ^ 2)) r := by
  have hs : HasDerivAt (fun x : ℝ => x ^ 2) (2 * r) r := by
    simpa using hasDerivAt_pow 2 r
  exact ((hG (r ^ 2)).hasDerivAt.comp r hs).congr_deriv (by ring)

lemma hasDerivAt_expFactor (b r : ℝ) :
    HasDerivAt (fun x => Real.exp (-b * x)) (Real.exp (-b * r) * (-b)) r :=
  (((hasDerivAt_id' r).const_mul (-b)).congr_deriv (mul_one _)).exp

/-- The radial slope of `exp (-b r) G(r ^ 2)`. -/
theorem hasDerivAt_radial {G : ℝ → ℝ} (hG : Differentiable ℝ G) (b r : ℝ) :
    HasDerivAt (radial b G)
      (Real.exp (-b * r) * (2 * r * deriv G (r ^ 2) - b * G (r ^ 2))) r :=
  ((hasDerivAt_expFactor b r).fun_mul (hasDerivAt_comp_sq hG r)).congr_deriv (by ring)

/-- The second radial derivative of `exp (-b r) G(r ^ 2)`. -/
theorem deriv_deriv_radial {G : ℝ → ℝ} (hG : ContDiff ℝ ∞ G) (b r : ℝ) :
    deriv (deriv (radial b G)) r = Real.exp (-b * r) *
      (b ^ 2 * G (r ^ 2) - 4 * b * r * deriv G (r ^ 2) + 2 * deriv G (r ^ 2)
        + 4 * r ^ 2 * deriv (deriv G) (r ^ 2)) := by
  obtain ⟨hd, hG1⟩ := contDiff_infty_iff_deriv.mp hG
  have hd1 := (contDiff_infty_iff_deriv.mp hG1).1
  have h1 : deriv (radial b G) = fun x =>
      Real.exp (-b * x) * (2 * x * deriv G (x ^ 2) - b * G (x ^ 2)) :=
    funext fun x => (hasDerivAt_radial hd b x).deriv
  have h2 : HasDerivAt (fun x : ℝ => 2 * x) 2 r :=
    ((hasDerivAt_id' r).const_mul 2).congr_deriv (mul_one _)
  rw [h1]
  refine (((hasDerivAt_expFactor b r).fun_mul
    ((h2.fun_mul (hasDerivAt_comp_sq hd1 r)).fun_sub
      ((hasDerivAt_comp_sq hd r).const_mul b))).congr_deriv ?_).deriv
  ring

/-- The exact local energy of `exp (-b r) G(r ^ 2)` away from the nucleus and from nodes. -/
theorem localEnergy_radial {G : ℝ → ℝ} (hG : ContDiff ℝ ∞ G) (Z b : ℝ) {r : ℝ}
    (hr : r ≠ 0) (hg : G (r ^ 2) ≠ 0) :
    localEnergy Z (radial b G) r = (b - Z) / r + (-b ^ 2 / 2 +
      (2 * b * r * deriv G (r ^ 2) - 3 * deriv G (r ^ 2)
        - 2 * r ^ 2 * deriv (deriv G) (r ^ 2)) / G (r ^ 2)) := by
  have he : Real.exp (-b * r) ≠ 0 := Real.exp_ne_zero _
  unfold localEnergy
  rw [deriv_deriv_radial hG, (hasDerivAt_radial (contDiff_infty_iff_deriv.mp hG).1 b r).deriv]
  dsimp only [radial]
  generalize Real.exp (-b * r) = e at he ⊢
  generalize deriv (deriv G) (r ^ 2) = g2
  generalize deriv G (r ^ 2) = g1
  generalize G (r ^ 2) = g at hg ⊢
  field_simp
  ring

/-- Once the term `(b - Z) / r` is subtracted, the local energy of `exp (-b r) G(r ^ 2)`, with `G`
smooth and `G 0 ≠ 0`, has a finite limit at the nucleus. -/
theorem tendsto_localEnergy_sub {G : ℝ → ℝ} (hG : ContDiff ℝ ∞ G) (h0 : G 0 ≠ 0) (Z b : ℝ) :
    Tendsto (fun r => localEnergy Z (radial b G) r - (b - Z) / r) (𝓝[>] 0)
      (𝓝 (-b ^ 2 / 2 - 3 * deriv G 0 / G 0)) := by
  have hG1 := (contDiff_infty_iff_deriv.mp hG).2
  have hG2 := (contDiff_infty_iff_deriv.mp hG1).2
  -- the remainder in the exact formula is continuous at the nucleus
  have key : ∀ g g1 g2 : ℝ → ℝ, Continuous g → Continuous g1 → Continuous g2 → g 0 ≠ 0 →
      ContinuousAt (fun r : ℝ => -b ^ 2 / 2 + (2 * b * r * g1 (r ^ 2) - 3 * g1 (r ^ 2)
        - 2 * r ^ 2 * g2 (r ^ 2)) / g (r ^ 2)) 0 := by
    intro g g1 g2 c c1 c2 hg
    exact continuousAt_const.add (ContinuousAt.div (Continuous.continuousAt (by fun_prop))
      (Continuous.continuousAt (by fun_prop)) (by simpa using hg))
  have hc := key G (deriv G) (deriv (deriv G)) hG.continuous hG1.continuous hG2.continuous h0
  have hv : -b ^ 2 / 2 - 3 * deriv G 0 / G 0 = -b ^ 2 / 2 +
      (2 * b * 0 * deriv G (0 ^ 2) - 3 * deriv G (0 ^ 2)
        - 2 * 0 ^ 2 * deriv (deriv G) (0 ^ 2)) / G (0 ^ 2) := by
    rw [zero_pow two_ne_zero]
    ring
  have hq : ContinuousAt (fun r : ℝ => G (r ^ 2)) 0 :=
    (hG.continuous.comp (continuous_pow 2)).continuousAt
  have hne : ∀ᶠ r in 𝓝[>] (0 : ℝ), G (r ^ 2) ≠ 0 :=
    (hq.eventually_ne (by simpa using h0)).filter_mono nhdsWithin_le_nhds
  rw [hv]
  refine Tendsto.congr' ?_ (hc.tendsto.mono_left nhdsWithin_le_nhds)
  filter_upwards [hne, self_mem_nhdsWithin] with r hr hpos
  rw [localEnergy_radial hG Z b (Set.mem_Ioi.mp hpos).ne' hr]
  ring

/-- The local energy of `exp (-b r) G(r ^ 2)`, with `G` smooth and `G 0 ≠ 0`, has a finite limit at
the nucleus exactly when `b` equals the nuclear charge. -/
theorem finite_localEnergy_iff {G : ℝ → ℝ} (hG : ContDiff ℝ ∞ G) (h0 : G 0 ≠ 0) (Z b : ℝ) :
    (∃ L, Tendsto (localEnergy Z (radial b G)) (𝓝[>] 0) (𝓝 L)) ↔ b = Z := by
  have hreg := tendsto_localEnergy_sub hG h0 Z b
  constructor
  · rintro ⟨L, hL⟩
    have hr : Tendsto (fun r : ℝ => r) (𝓝[>] 0) (𝓝 0) :=
      tendsto_id.mono_left nhdsWithin_le_nhds
    -- r times the singular term is the constant b - Z, yet it must vanish in the limit
    have h3 := hr.mul (hL.sub hreg)
    have h4 : Tendsto (fun _ : ℝ => b - Z) (𝓝[>] 0)
        (𝓝 (0 * (L - (-b ^ 2 / 2 - 3 * deriv G 0 / G 0)))) := by
      refine h3.congr' ?_
      filter_upwards [self_mem_nhdsWithin] with r hpos
      have hr0 : r ≠ 0 := (Set.mem_Ioi.mp hpos).ne'
      rw [sub_sub_cancel]
      field_simp
    have h5 := tendsto_nhds_unique tendsto_const_nhds h4
    rw [zero_mul] at h5
    exact sub_eq_zero.mp h5
  · intro hb
    simp only [hb, sub_self, zero_div, sub_zero] at hreg ⊢
    exact ⟨_, hreg⟩

section Gaussians

variable {ι : Type*} (s : Finset ι) (c a : ι → ℝ) (k : ι → ℕ)

lemma gaussianProfile_smooth : ContDiff ℝ ∞ (gaussianProfile s c a k) := by
  unfold gaussianProfile
  exact ContDiff.sum fun i _ => by fun_prop

lemma gaussianRadial_apply (r : ℝ) :
    gaussianRadial s c a k r = gaussianProfile s c a k (r ^ 2) := by
  simp only [gaussianRadial, gaussianProfile, pow_mul]

lemma gaussianRadial_eq : gaussianRadial s c a k = radial 0 (gaussianProfile s c a k) := by
  funext r
  simp [radial, gaussianRadial_apply]

/-- A Gaussian combination that does not vanish at a nucleus of charge `Z > 0` has zero slope
there, violates the cusp condition, and has a local energy that falls to minus infinity. -/
theorem gaussian_localEnergy_atBot {Z : ℝ} (hZ : 0 < Z) (hf : gaussianRadial s c a k 0 ≠ 0) :
    HasDerivAt (gaussianRadial s c a k) 0 0 ∧
    ¬ HasDerivAt (gaussianRadial s c a k) (-Z * gaussianRadial s c a k 0) 0 ∧
    Tendsto (localEnergy Z (gaussianRadial s c a k)) (𝓝[>] 0) atBot := by
  have hG := gaussianProfile_smooth s c a k
  have h0 : gaussianProfile s c a k 0 ≠ 0 := by
    simpa [gaussianRadial_apply] using hf
  have hslope : HasDerivAt (gaussianRadial s c a k) 0 0 := by
    rw [gaussianRadial_eq]
    exact (hasDerivAt_radial (contDiff_infty_iff_deriv.mp hG).1 0 0).congr_deriv (by simp)
  refine ⟨hslope, fun h => ?_, ?_⟩
  · exact mul_ne_zero (neg_ne_zero.mpr hZ.ne') hf (h.unique hslope)
  · -- the nuclear attraction is not compensated by the kinetic part
    have hneg : (0 : ℝ) - Z < 0 := by linarith
    have hinv : Tendsto (fun r : ℝ => (0 - Z) * r⁻¹) (𝓝[>] 0) atBot :=
      tendsto_inv_nhdsGT_zero.const_mul_atTop_of_neg hneg
    rw [gaussianRadial_eq]
    exact ((tendsto_localEnergy_sub hG h0 Z 0).add_atBot hinv).congr fun r => by ring

/-- Multiplying a Gaussian combination `f`, with `f 0 ≠ 0`, by `exp (-Z r)` gives a local energy
with the finite limit `-Z ^ 2 / 2 - 3 f''(0) / (2 f(0))` at the nucleus. -/
theorem cusp_corrected_localEnergy (Z : ℝ) (hf : gaussianRadial s c a k 0 ≠ 0) :
    Tendsto (localEnergy Z (fun r => Real.exp (-Z * r) * gaussianRadial s c a k r)) (𝓝[>] 0)
      (𝓝 (-Z ^ 2 / 2 -
        3 * deriv (deriv (gaussianRadial s c a k)) 0 / (2 * gaussianRadial s c a k 0))) := by
  have hG := gaussianProfile_smooth s c a k
  have hf0 : gaussianRadial s c a k 0 = gaussianProfile s c a k 0 := by
    simp [gaussianRadial_apply]
  have h2 : deriv (deriv (gaussianRadial s c a k)) 0 = 2 * deriv (gaussianProfile s c a k) 0 := by
    rw [gaussianRadial_eq, deriv_deriv_radial hG]
    simp
  have hprod : (fun r => Real.exp (-Z * r) * gaussianRadial s c a k r) =
      radial Z (gaussianProfile s c a k) := by
    funext r
    rw [gaussianRadial_apply, radial]
  have h := tendsto_localEnergy_sub hG (hf0 ▸ hf) Z Z
  simp only [sub_self, zero_div, sub_zero] at h
  have hv : -Z ^ 2 / 2 -
      3 * deriv (deriv (gaussianRadial s c a k)) 0 / (2 * gaussianRadial s c a k 0) =
      -Z ^ 2 / 2 - 3 * deriv (gaussianProfile s c a k) 0 / gaussianProfile s c a k 0 := by
    rw [h2, hf0]
    ring
  rw [hv, hprod]
  exact h

end Gaussians

end GaussianLocalEnergy
```

```lean
#print axioms GaussianLocalEnergy.finite_localEnergy_iff
#print axioms GaussianLocalEnergy.gaussian_localEnergy_atBot
#print axioms GaussianLocalEnergy.cusp_corrected_localEnergy
```

```
'GaussianLocalEnergy.finite_localEnergy_iff' depends on axioms: [propext, Classical.choice, Quot.sound]
'GaussianLocalEnergy.gaussian_localEnergy_atBot' depends on axioms: [propext, Classical.choice, Quot.sound]
'GaussianLocalEnergy.cusp_corrected_localEnergy' depends on axioms: [propext, Classical.choice, Quot.sound]
```

## Guarantees for one electron and one point nucleus

**Reading the statements.** `gaussianRadial s c a k` is the sum $f$, and `gaussianProfile s c a k` is the same sum as a function of $t$. `radial b G` is $\varphi$. `localEnergy Z f r` is $E_L(r)$, with `deriv` the true derivative and not a finite difference. The notation `𝓝[>] 0` means that $r$ approaches zero through positive values, and `atBot` means minus infinity. The value that Lean assigns to `localEnergy` at $r=0$, where the formula divides by zero, therefore plays no part in the limits.

The theorem `gaussian_localEnergy_atBot` assumes `0 < Z` and a nonzero value of $f$ at the nucleus. Its three conclusions are that $f$ has derivative $0$ there, that it does not have derivative $-Zf(0)$ there, and that its local energy tends to minus infinity. The second hypothesis means that the electron has nonzero probability density at the nucleus; it requires at least one term with $k_i=0$. The exponents need not be positive, so the theorem also covers sums that cannot be normalised. Where normalisation is possible it changes nothing, because a constant factor cancels in $E_L$.

`finite_localEnergy_iff` gives the criterion $b=Z$ for every infinitely differentiable $G$ with $G(0)\ne0$. `cusp_corrected_localEnergy` gives the finite limit after multiplication by $e^{-Zr}$. Neither of these two needs $Z$ to be positive.

**How the proof follows the derivation.** `hasDerivAt_comp_sq` is the chain rule for $G(r^2)$, and `hasDerivAt_expFactor` differentiates the exponential. `hasDerivAt_radial` combines them by the product rule. `deriv_deriv_radial` first identifies the derivative as a function of $r$, then differentiates that function and collects terms with `ring`.

`localEnergy_radial` is the exact formula. Its `generalize` steps replace the exponential, $G$ and the derivatives of $G$ by plain letters, after which `field_simp` clears the denominators and `ring` checks the remaining algebra. In `tendsto_localEnergy_sub`, the auxiliary claim `key` supplies continuity of the regular part at zero, and `hne` says that $G(r^2)$ is nonzero close to the nucleus. The exact formula may then replace the local energy inside the limit.

The forward direction of `finite_localEnergy_iff` is the multiplication by $r$, completed by uniqueness of limits. `gaussianRadial_eq` identifies a Gaussian sum with the case $b=0$, and `gaussianProfile_smooth` supplies the smoothness of its $G$. In the main theorem, uniqueness of the derivative rules out the cusp slope, and `add_atBot` adds the convergent part to the divergent $-Z/r$. In `cusp_corrected_localEnergy`, `h2` is the relation $f''(0)=2G'(0)$, and `hprod` recognises the product as the case $b=Z$.

**Limits of the model.** The theorems concern a single electron, a single fixed point nucleus and a spherically symmetric function centred on it. They do not treat orbitals with angular dependence, Gaussians on other centres, electron–electron cusps or pseudopotentials. Kato's cusp condition is a property of exact Coulomb eigenfunctions. The file does not derive it for them, but takes the slope condition as given and tests trial functions against it.

A finite limit at the nucleus is also a local property. It does not make the corrected function an eigenfunction or bound its energy error, and the factor $e^{-Zr}$ alters the function at every distance, not only near the nucleus. Finally, the statements concern exact real numbers. They give no estimate of rounding error and no radius below which a code should switch to the cancelled formula.
